# Open chains with positive on-site terms and 4b_k² ≤ a_k a_(k+1) are positive definite, with a sharp constant

An open chain has sites 0, …, n, real on-site terms a_k, and real couplings b_k between sites k and k+1. Its matrix H has a_k on the diagonal, b_k on the two neighbouring diagonals, and zeros elsewhere. For real amplitudes x_k, write the quadratic form as

F_n(x) = Σ_(k=0..n) a_k x_k² + 2 Σ_(k=0..n−1) b_k x_k x_(k+1).

This is the energy for unnormalised amplitudes; dividing by Σ x_k² gives the expectation value. Positive definite means that H is symmetric and F_n(x) > 0 for every nonzero x.

```lean
import Mathlib

open Matrix

namespace ChainPositivity

noncomputable section
```

In Lean, `a`, `b` and the amplitudes are sequences on all natural numbers, but only the entries belonging to the chain matter. The matrix `chain a b n` has n+1 rows, so n = 0 is a single site, and `chainEnergy` is F_n.

```lean
/-- Matrix element between sites `i` and `j`: on-site term `a i`, coupling `b i` between
sites `i` and `i + 1`, and zero otherwise. -/
def entry (a b : ℕ → ℝ) (i j : ℕ) : ℝ :=
  if i = j then a i else if i + 1 = j then b i else if j + 1 = i then b j else 0

/-- The tridiagonal matrix of an open chain with sites `0, ..., n`. -/
def chain (a b : ℕ → ℝ) (n : ℕ) : Matrix (Fin (n + 1)) (Fin (n + 1)) ℝ :=
  Matrix.of fun i j => entry a b i j

/-- The energy of real amplitudes `x` on the sites `0, ..., n`: site terms plus bond terms. -/
def chainEnergy (a b : ℕ → ℝ) (n : ℕ) (x : ℕ → ℝ) : ℝ :=
  ∑ k ∈ Finset.range (n + 1), a k * x k ^ 2 +
    2 * ∑ k ∈ Finset.range n, b k * x k * x (k + 1)
```

## Real couplings along an open line

The model is a nearest-neighbour, one-particle Hamiltonian in an orthonormal basis. Real couplings, equal in both directions, make H symmetric:

```lean
/-- The matrix element is the same in both directions between two sites. -/
theorem entry_symm (a b : ℕ → ℝ) (i j : ℕ) : entry a b i j = entry a b j i := by
  rcases eq_or_ne i j with rfl | h
  · rfl
  · simp only [entry, if_neg h, if_neg h.symm]
    split_ifs <;> first | rfl | omega
```

In xᵀHx each bond appears twice, as x_k b_k x_(k+1) and as its transpose, hence the factor 2 in F_n. The proof splits the double sum into the diagonal and two off-diagonals; exchanging the order of summation turns one off-diagonal sum into the other.

```lean
/-- The quadratic form of the chain matrix is the sum of site and bond energies. -/
theorem chain_quadratic_form (a b x : ℕ → ℝ) (n : ℕ) :
    (fun i : Fin (n + 1) => x i) ⬝ᵥ (chain a b n *ᵥ fun i : Fin (n + 1) => x i) =
      chainEnergy a b n x := by
  have key : (fun i : Fin (n + 1) => x i) ⬝ᵥ (chain a b n *ᵥ fun i : Fin (n + 1) => x i) =
      ∑ i ∈ Finset.range (n + 1), ∑ j ∈ Finset.range (n + 1),
        x i * (entry a b i j * x j) := by
    simp only [dotProduct, Matrix.mulVec, chain, Matrix.of_apply, Finset.mul_sum]
    refine Eq.trans ?_ (Fin.sum_univ_eq_sum_range
      (fun i => ∑ j ∈ Finset.range (n + 1), x i * (entry a b i j * x j)) (n + 1))
    refine Finset.sum_congr rfl fun i _ => ?_
    exact Fin.sum_univ_eq_sum_range (fun j => x i * (entry a b i j * x j)) (n + 1)
  -- separate the diagonal and the two off-diagonals
  have split : ∀ i j : ℕ, x i * (entry a b i j * x j) =
      (if i = j then a i * x i * x j else 0) + (if i + 1 = j then b i * x i * x j else 0) +
        (if j + 1 = i then b j * x j * x i else 0) := by
    intro i j
    unfold entry
    split_ifs <;> first | omega | ring
  have diag : ∑ i ∈ Finset.range (n + 1), ∑ j ∈ Finset.range (n + 1),
      (if i = j then a i * x i * x j else 0) =
        ∑ i ∈ Finset.range (n + 1), a i * x i ^ 2 := by
    refine Finset.sum_congr rfl fun i hi => ?_
    rw [Finset.sum_ite_eq, if_pos hi]
    ring
  have hop : ∑ i ∈ Finset.range (n + 1), ∑ j ∈ Finset.range (n + 1),
      (if i + 1 = j then b i * x i * x j else 0) =
        ∑ i ∈ Finset.range n, b i * x i * x (i + 1) := by
    have last : ∑ j ∈ Finset.range (n + 1),
        (if n + 1 = j then b n * x n * x j else 0) = 0 := by
      refine Finset.sum_eq_zero fun j hj => ?_
      have hj' := Finset.mem_range.mp hj
      rw [if_neg (by omega)]
    rw [Finset.sum_range_succ, last, add_zero]
    refine Finset.sum_congr rfl fun i hi => ?_
    have hi' := Finset.mem_range.mp hi
    rw [Finset.sum_ite_eq, if_pos (Finset.mem_range.mpr (by omega))]
  have hop' := hop
  rw [Finset.sum_comm] at hop'
  rw [key]
  simp only [split, Finset.sum_add_distrib]
  rw [diag, hop, hop', chainEnergy]
  ring
```

The open geometry lets the chain grow by one site and one bond at a time:

F_(n+1) = F_n + a_(n+1) x_(n+1)² + 2b_n x_n x_(n+1).

```lean
/-- Adding one site to the chain adds its on-site energy and the energy of one bond. -/
theorem chainEnergy_succ (a b x : ℕ → ℝ) (n : ℕ) :
    chainEnergy a b (n + 1) x =
      chainEnergy a b n x + a (n + 1) * x (n + 1) ^ 2 + 2 * (b n * x n * x (n + 1)) := by
  have h1 := Finset.sum_range_succ (fun k => a k * x k ^ 2) (n + 1)
  have h2 := Finset.sum_range_succ (fun k => b k * x k * x (k + 1)) n
  simp only [chainEnergy]
  rw [h1, h2]
  ring
```

Closing the chain breaks the criterion. A three-site ring with a = 1 and b = −1/2 on all three bonds satisfies 4b² ≤ a², yet equal amplitudes have energy 3 − 3 = 0.

## The bond condition 4b_k² ≤ a_k a_(k+1)

Physically, each coupling is weak enough to be paid for by half of the on-site term at one end together with half of that at the other. An interior site has two bonds, so it can give half to each. The energy of one bond with its two halves is

Q = a_n x_n²/2 + 2b_n x_n x_(n+1) + a_(n+1) x_(n+1)²/2.

Completing the square gives

2a_n Q = (a_n x_n + 2b_n x_(n+1))² + (a_n a_(n+1) − 4b_n²) x_(n+1)² ≥ 0,

and a_n > 0 then gives Q ≥ 0. Now suppose F_n ≥ a_n x_n²/2, which holds for n = 0 because F_0 = a_0 x_0². Then

F_(n+1) ≥ Q + a_(n+1) x_(n+1)²/2 ≥ a_(n+1) x_(n+1)²/2.

The induction in Lean is the same: `hsq` is the completed square and `hbond` divides out 2a_n.

```lean
/-- If every on-site term is positive and `4 b_k² ≤ a_k a_(k+1)` on every bond, the energy is at
least half the on-site energy of the last site. -/
theorem half_last_site_le_energy (a b x : ℕ → ℝ) (n : ℕ) (ha : ∀ k ≤ n, 0 < a k)
    (hb : ∀ k < n, 4 * b k ^ 2 ≤ a k * a (k + 1)) :
    a n * x n ^ 2 / 2 ≤ chainEnergy a b n x := by
  induction n with
  | zero =>
    have h0 := mul_nonneg (ha 0 le_rfl).le (sq_nonneg (x 0))
    simp [chainEnergy]
    linarith
  | succ n ih =>
    have h := ih (fun k hk => ha k (by omega)) (fun k hk => hb k (by omega))
    have hp := ha n (by omega)
    have hc := hb n (by omega)
    -- complete the square on the new bond
    have hsq : 0 ≤ (2 * a n) * (a n * x n ^ 2 / 2 + 2 * (b n * x n * x (n + 1)) +
        a (n + 1) * x (n + 1) ^ 2 / 2) := by
      have h1 := sq_nonneg (a n * x n + 2 * b n * x (n + 1))
      have h2 := mul_nonneg (sub_nonneg.mpr hc) (sq_nonneg (x (n + 1)))
      linarith
    have hbond := (mul_nonneg_iff_of_pos_left (by positivity : 0 < 2 * a n)).mp hsq
    rw [chainEnergy_succ]
    linarith
```

For two sites the condition asks for more than is needed: with a_0 = a_1 = 1, positive definiteness requires only b_0² < 1. The stronger bound serves chains of every length.

## Positive on-site terms

The hypothesis a_k > 0 says that a particle confined to site k has positive energy. Besides the division by a_n above, it yields strict positivity. If F_n = 0, the bound a_n x_n²/2 ≤ F_n forces x_n = 0. The last site and its bond then contribute nothing, so F_(n−1) = 0, and the argument repeats down to site 0.

```lean
/-- If every on-site term is positive and `4 b_k² ≤ a_k a_(k+1)` on every bond, amplitudes of zero
energy vanish on every site. -/
theorem amplitudes_eq_zero (a b x : ℕ → ℝ) (n : ℕ) (ha : ∀ k ≤ n, 0 < a k)
    (hb : ∀ k < n, 4 * b k ^ 2 ≤ a k * a (k + 1)) (h0 : chainEnergy a b n x = 0) :
    ∀ k ≤ n, x k = 0 := by
  induction n with
  | zero =>
    intro k hk
    obtain rfl : k = 0 := by omega
    have h := ha 0 le_rfl
    simpa [chainEnergy, h.ne'] using h0
  | succ n ih =>
    have hlast : x (n + 1) = 0 := by
      by_contra hne
      have h1 := half_last_site_le_energy a b x (n + 1) ha hb
      have h2 := mul_pos (ha (n + 1) le_rfl) (pow_pos (abs_pos.mpr hne) 2)
      rw [sq_abs] at h2
      linarith
    -- the last site is empty, so the shorter chain has zero energy too
    rw [chainEnergy_succ, hlast] at h0
    have h := ih (fun k hk => ha k (by omega)) (fun k hk => hb k (by omega)) (by linarith)
    intro k hk
    rcases Nat.lt_or_ge n k with hk' | hk'
    · obtain rfl : k = n + 1 := by omega
      exact hlast
    · exact h k hk'
```

Thus F_n ≥ 0, with equality only for x = 0. To apply this to a vector on the n+1 sites, the Lean proof extends it by zero to a sequence.

```lean
/-- A chain with positive on-site terms and `4 b_k² ≤ a_k a_(k+1)` on every bond has a
positive definite matrix. -/
theorem chain_posDef (a b : ℕ → ℝ) (n : ℕ) (ha : ∀ k ≤ n, 0 < a k)
    (hb : ∀ k < n, 4 * b k ^ 2 ≤ a k * a (k + 1)) : (chain a b n).PosDef := by
  rw [Matrix.posDef_iff_dotProduct_mulVec]
  refine ⟨Matrix.IsHermitian.ext fun i j => ?_, ?_⟩
  · rw [star_trivial]
    exact entry_symm a b j i
  · intro x hx
    obtain ⟨f, hf⟩ : ∃ f : ℕ → ℝ, (fun i : Fin (n + 1) => f i) = x :=
      ⟨fun k => if h : k < n + 1 then x ⟨k, h⟩ else 0, funext fun i => dif_pos i.isLt⟩
    subst hf
    rw [star_trivial, chain_quadratic_form]
    have h1 := half_last_site_le_energy a b f n ha hb
    have h2 := mul_nonneg (ha n le_rfl).le (sq_nonneg (f n))
    refine lt_of_le_of_ne (by linarith) fun h => hx (funext fun i => ?_)
    exact amplitudes_eq_zero a b f n ha hb h.symm i (by omega)
```

Without positivity the bond condition is not enough: a_0 = a_1 = −1 with b_0 = 0 satisfies it, since 0 ≤ 1, but H = −1.

## What a larger constant would allow

Write the bond condition as b_k² ≤ c a_k a_(k+1); so far c = 1/4, and a larger c would admit stronger couplings. To test this, let a_k = a and b_k = b throughout. Choose s = ±1 with bs = −|b|, and take x_k = s^k, which gives every bond the energy −2|b|. Since x_k² = 1 and x_k x_(k+1) = s,

F_n = (n+1)a − 2n|b|.

The normalised energy is a − 2n|b|/(n+1). If (n+1)a ≤ 2n|b|, it is not positive, and neither is H positive definite. In the proof, `trial` establishes the energy formula by adding sites.

```lean
/-- A uniform chain of `n + 1` sites and `n` bonds is not positive definite
when `(n + 1) a ≤ 2 n |b|`. -/
theorem uniform_not_posDef (a b : ℝ) (n : ℕ) (h : (n + 1) * a ≤ 2 * n * |b|) :
    ¬ (chain (fun _ => a) (fun _ => b) n).PosDef := by
  intro hP
  -- uniform or alternating amplitudes, whichever gives every bond the energy -2|b|
  obtain ⟨s, hs, hbs⟩ : ∃ s : ℝ, s ^ 2 = 1 ∧ b * s = -|b| := by
    rcases le_total 0 b with hb | hb
    · exact ⟨-1, by norm_num, by rw [abs_of_nonneg hb]; ring⟩
    · exact ⟨1, by norm_num, by rw [abs_of_nonpos hb]; ring⟩
  have hk : ∀ k : ℕ, (s ^ k) ^ 2 = 1 := fun k => by
    rw [← pow_mul, mul_comm, pow_mul, hs, one_pow]
  have trial : ∀ m : ℕ, chainEnergy (fun _ => a) (fun _ => b) m (fun k => s ^ k) =
      (m + 1) * a + 2 * m * (b * s) := by
    intro m
    induction m with
    | zero => simp [chainEnergy]
    | succ m ih =>
      rw [chainEnergy_succ, ih]
      push_cast
      linear_combination a * hk (m + 1) + 2 * b * s * hk m
  have hx : (fun i : Fin (n + 1) => s ^ (i : ℕ)) ≠ 0 := fun h0 => by
    have h1 := congrFun h0 0
    simp at h1
  have hpos := hP.dotProduct_mulVec_pos hx
  have e := chain_quadratic_form (fun _ => a) (fun _ => b) (fun k => s ^ k) n
  rw [star_trivial, e, trial, hbs] at hpos
  linarith
```

For a = 1 and b² = c > 1/4, we have 2√c > 1, and the inequality becomes n(2√c − 1) ≥ 1. Any n ≥ 1/(2√c − 1) works. The length is chosen before the sign of b, so one n serves both signs.

```lean
/-- For every `c > 1/4` there is a length at which the uniform chain with `a = 1` and `b² = c` is
not positive definite, for either sign of `b`. -/
theorem quarter_is_sharp (c : ℝ) (hc : 1 / 4 < c) :
    ∃ n : ℕ, ∀ b : ℝ, b ^ 2 = c → ¬ (chain (fun _ => 1) (fun _ => b) n).PosDef := by
  have hs : 1 / 2 < √c := Real.lt_sqrt_of_sq_lt (by linarith)
  have hd : 0 < 2 * √c - 1 := by linarith
  obtain ⟨n, hn⟩ := exists_nat_ge (1 / (2 * √c - 1))
  refine ⟨n, fun b hb => uniform_not_posDef 1 b n ?_⟩
  rw [← Real.sqrt_sq_eq_abs, hb]
  have h := (div_le_iff₀ hd).mp hn
  linarith
```

Sharpness therefore concerns a criterion meant for all lengths. For uniform chains this becomes an equivalence. The case n = 0 forces a > 0; if 2|b| > a, then any n ≥ a/(2|b| − a) gives a chain that fails. Hence 2|b| ≤ a, which squares to 4b² ≤ a². The converse is `chain_posDef`.

```lean
/-- Uniform chains of all finite lengths are positive definite exactly when
`a > 0` and `4 b² ≤ a²`. -/
theorem uniform_posDef_iff (a b : ℝ) :
    (∀ n : ℕ, (chain (fun _ => a) (fun _ => b) n).PosDef) ↔ 0 < a ∧ 4 * b ^ 2 ≤ a ^ 2 := by
  constructor
  · intro h
    have ha : 0 < a := by
      by_contra hn
      exact uniform_not_posDef a b 0 (by push_cast; linarith) (h 0)
    refine ⟨ha, ?_⟩
    have hab : 2 * |b| ≤ a := by
      by_contra hn
      have hd : 0 < 2 * |b| - a := by linarith
      obtain ⟨n, hn'⟩ := exists_nat_ge (a / (2 * |b| - a))
      have h1 := (div_le_iff₀ hd).mp hn'
      exact uniform_not_posDef a b n (by linarith) (h n)
    have h2 := mul_nonneg (sub_nonneg.mpr hab)
      (by positivity : 0 ≤ a + 2 * |b|)
    have h3 := sq_abs b
    linarith
  · rintro ⟨ha, hb⟩ n
    exact chain_posDef _ _ n (fun _ _ => ha) (fun _ _ => by linarith)
```

At the threshold 2|b| = a every finite chain is still positive definite, but the trial state has normalised energy a/(n+1). The lowest eigenvalue thus tends to zero as the chain grows.

## An energy below every on-site term

Subtracting a real energy E from H replaces a_k by a_k − E and leaves the couplings alone. If E < a_k on every site and

4b_k² ≤ (a_k − E)(a_(k+1) − E)

on every bond, then M = H − E is positive definite. So is its inverse: M⁻¹ is symmetric, and for nonzero y = Mx,

yᵀM⁻¹y = xᵀMx > 0.

In Lean, `hshift` identifies the shifted matrix with a chain, and `hP.inv` supplies the inverse.

```lean
/-- If `E` lies below every on-site term and `4 b_k² ≤ (a_k - E)(a_(k+1) - E)` on every bond,
then `H - E` and its inverse are both positive definite. -/
theorem resolvent_posDef (a b : ℕ → ℝ) (n : ℕ) (E : ℝ) (ha : ∀ k ≤ n, E < a k)
    (hb : ∀ k < n, 4 * b k ^ 2 ≤ (a k - E) * (a (k + 1) - E)) :
    (chain a b n - E • 1).PosDef ∧ (chain a b n - E • 1)⁻¹.PosDef := by
  -- subtracting E shifts the on-site terms only
  have hshift : chain a b n - E • 1 = chain (fun k => a k - E) b n := by
    ext i j
    rcases eq_or_ne i j with rfl | h
    · simp [chain, entry]
    · have h' : (i : ℕ) ≠ j := fun e => h (Fin.ext e)
      simp [chain, entry, h, h']
  have hP : (chain a b n - E • 1).PosDef := by
    rw [hshift]
    exact chain_posDef _ b n (fun k hk => sub_pos.mpr (ha k hk)) hb
  exact ⟨hP, hP.inv⟩

end

end ChainPositivity
```

The inverse here is (H − E)⁻¹, the negative of the Green's matrix in the convention G(E) = (E − H)⁻¹. For a finite, non-interacting tight-binding chain, the result certifies that E lies below the whole spectrum by checking sites and bonds, without diagonalisation.

The requirement E < a_k matters already for one site: there are no bonds to check, and E = a_0 gives H − E = 0.

```lean
#print axioms ChainPositivity.chain_posDef
#print axioms ChainPositivity.quarter_is_sharp
#print axioms ChainPositivity.uniform_posDef_iff
#print axioms ChainPositivity.resolvent_posDef
```

```
'ChainPositivity.chain_posDef' depends on axioms: [propext, Classical.choice, Quot.sound]
'ChainPositivity.quarter_is_sharp' depends on axioms: [propext, Classical.choice, Quot.sound]
'ChainPositivity.uniform_posDef_iff' depends on axioms: [propext, Classical.choice, Quot.sound]
'ChainPositivity.resolvent_posDef' depends on axioms: [propext, Classical.choice, Quot.sound]
```
